# For one spin, a fragment's block trace is bounded by its basis size and the electron number when the fragments do not overlap

In an embedding calculation a molecule is divided into an active fragment A and an environment B, and one may ask how many electrons of a Slater determinant belong to A. With atom-centred basis functions, a simple count for the electrons of one spin keeps only the fragment's own blocks of their density matrix and of the overlap matrix,

$$n_A=\operatorname{tr}(D_{AA}S_{AA}),$$

which is the net population of A in Mulliken's sense. A count of electrons of one spin should be nonnegative, and should exceed neither the number of basis functions on A nor the total number of electrons of that spin. For a single determinant in a finite real basis, $n_A$ meets these requirements if the basis functions of A are orthogonal to those of B. If they are not, the upper bounds can fail.

Here $S$ is the overlap matrix and $D$ the density matrix of one spin channel, so that $N=\operatorname{tr}(DS)$ is the number of electrons of that spin. In Lean the basis is indexed by `a ⊕ b`, with `Sum.inl` selecting the functions of A and `Sum.inr` those of B.

```lean
import Mathlib

open Matrix Filter Topology

namespace ProjectorEmbedding

noncomputable section

variable {m n a b : Type*} [Fintype m] [Fintype n] [Fintype a] [Fintype b]
  [DecidableEq m] [DecidableEq n] [DecidableEq a] [DecidableEq b]
```

The structure below collects the two conditions on $D$.

```lean
/-- A real symmetric density matrix `D` that is idempotent in the metric of the overlap
matrix `S`, that is `D S D = D`. -/
structure IsProjectorDensity (S D : Matrix n n ℝ) : Prop where
  symmetric : D.IsSymm
  idempotent : D * S * D = D
```

The block trace is defined for any map `f` that selects basis functions, which the docstring calls orbitals. With `Sum.inl` it is $n_A$, with `Sum.inr` it is $n_B$.

```lean
/-- The block trace `tr(D_AA S_AA)` of the fragment whose orbitals are selected by `f`. -/
def blockTrace (f : m → n) (D S : Matrix n n ℝ) : ℝ :=
  (D.submatrix f f * S.submatrix f f).trace
```

## Symmetry of $D$: real orbitals

If the columns of a real matrix $C$ are the occupied orbitals, with $C^TSC=1$, then $D=CC^T$ is symmetric. The derivation uses this three times: to write $DSD$ as $D^TSD$, to keep the complement of $D$ symmetric, and to equate the two off-diagonal contributions to $\operatorname{tr}(DS)$. In Lean it is the field `symmetric`. Complex orbitals are not covered.

Without symmetry the bounds fail even in an orthonormal basis. For $S=1$ and one function per fragment, the matrix

$$D=\begin{pmatrix}2&-2\\1&-1\end{pmatrix}$$

satisfies $D^2=D$, but $n_A=2$ and $n_B=-1$.

## Positive definite $S$: linearly independent basis functions

The squared norm of the function with coefficients $x$ is $x^TSx$, which is positive for $x\neq0$ when the basis is linearly independent. Lean's `S.PosDef` also contains the symmetry of $S$.

The sign of $n_A$ rests on a fact about traces. Let $P$ and $Q$ be positive semidefinite, and diagonalise $Q=U\operatorname{diag}(d)U^T$ with $d_i\ge0$. Then

$$\operatorname{tr}(PQ)=\operatorname{tr}(U^TPU\operatorname{diag}(d))=\sum_i (U^TPU)_{ii}\,d_i\ge0,$$

because $U^TPU$ is positive semidefinite and has a nonnegative diagonal. The Lean proof takes $U$ and $d$ from the spectral theorem and moves $U$ around the trace in the same way.

```lean
/-- The trace of a product of two real positive semidefinite matrices is nonnegative. -/
theorem trace_mul_nonneg {P Q : Matrix n n ℝ} (hP : P.PosSemidef) (hQ : Q.PosSemidef) :
    0 ≤ (P * Q).trace := by
  -- diagonalise `Q`
  obtain ⟨U, d, hd, hs⟩ : ∃ (U : Matrix n n ℝ) (d : n → ℝ),
      (∀ i, 0 ≤ d i) ∧ Q = U * diagonal d * Uᴴ := by
    refine ⟨hQ.isHermitian.eigenvectorUnitary, hQ.isHermitian.eigenvalues,
      hQ.eigenvalues_nonneg, ?_⟩
    have h := hQ.isHermitian.spectral_theorem
    rw [Unitary.conjStarAlgAut_apply] at h
    exact h
  have hX := hP.conjTranspose_mul_mul_same U
  have ht : (P * Q).trace = (Uᴴ * P * U * diagonal d).trace := by
    rw [hs, ← Matrix.mul_assoc, ← Matrix.mul_assoc, trace_mul_comm]
    simp only [Matrix.mul_assoc]
  rw [ht]
  simp only [trace, diag_apply, mul_diagonal]
  exact Finset.sum_nonneg fun i _ => mul_nonneg hX.diag_nonneg (hd i)
```

Now $D=DSD=D^TSD$, hence $x^TDx=(Dx)^TS(Dx)\ge0$. So $D$ is positive semidefinite, and so are the diagonal blocks $D_{AA}$ and $S_{AA}$, as one sees by choosing $x$ supported on A. The trace inequality gives $n_A\ge0$, and likewise $n_B\ge0$. This lower bound holds for any overlap between the fragments.

```lean
omit [DecidableEq n] in
/-- For a positive definite overlap, block diagonal or not, every block trace of a projector
density is nonnegative. -/
theorem blockTrace_nonneg {S D : Matrix n n ℝ} (hS : S.PosDef)
    (hD : IsProjectorDensity S D) (f : m → n) : 0 ≤ blockTrace f D S := by
  -- `D = Dᵀ S D` is positive semidefinite
  have h := hS.posSemidef.conjTranspose_mul_mul_same D
  rw [conjTranspose_eq_transpose_of_trivial, hD.symmetric.eq, hD.idempotent] at h
  exact trace_mul_nonneg (h.submatrix f) (hS.posSemidef.submatrix f)
```

If $S$ is indefinite, the sign is lost. For $S=\operatorname{diag}(1,-1)$ and

$$D=-\frac13\begin{pmatrix}1&2\\2&4\end{pmatrix}$$

one finds $DSD=D$ but $n_A=-1/3$. Such an $S$ is not the overlap matrix of any functions; the example shows only what positivity contributes.

## Idempotency $DSD=D$: occupations of zero or one

For $D=CC^T$ with $C^TSC=1$, idempotency is immediate: $CC^TSCC^T=CC^T$. Physically, every orbital of the spin channel is full or empty. Fractional occupations are excluded, and a spin-summed closed-shell density must first be halved.

Idempotency has already given the positivity of $D$. It also makes the empty orbitals a density of the same kind. Since $S$ is invertible,

$$(S^{-1}-D)S(S^{-1}-D)=S^{-1}-D-D+DSD=S^{-1}-D.$$

In Lean, `noncomm_ring` expands the product, and the inverse relations together with `idempotent` reduce it.

```lean
/-- For a positive definite overlap `S`, the complement `S⁻¹ - D` of a projector density is
again a projector density. -/
theorem complement_isProjectorDensity {S D : Matrix n n ℝ} (hS : S.PosDef)
    (hD : IsProjectorDensity S D) : IsProjectorDensity S (S⁻¹ - D) := by
  have hdet : IsUnit S.det := hS.det_pos.ne'.isUnit
  have hSs : Sᵀ = S :=
    (conjTranspose_eq_transpose_of_trivial S).symm.trans hS.isHermitian.eq
  refine ⟨?_, ?_⟩
  · rw [IsSymm, transpose_sub, transpose_nonsing_inv, hSs, hD.symmetric.eq]
  · calc (S⁻¹ - D) * S * (S⁻¹ - D)
        = (S⁻¹ * S) * S⁻¹ - (S⁻¹ * S) * D - D * (S * S⁻¹) + D * S * D := by noncomm_ring
      _ = S⁻¹ - D := by
        rw [nonsing_inv_mul S hdet, mul_nonsing_inv S hdet, hD.idempotent,
          one_mul, one_mul, mul_one]
        abel
```

Without idempotency, $S=1$ and $D=2\cdot1$ with one function per fragment give $n_A=2$, above the basis size of 1.

## $S_{AB}=0$: no overlap between the fragments

This condition says that every basis function of A is orthogonal to every one of B. It is assumed here, not derived: it holds in an orthonormalised basis, but generally not for atomic functions on neighbouring atoms.

To see its role, split the full trace into blocks. The sum $\sum_{\mu\nu}D_{\mu\nu}S_{\nu\mu}$ has an AA part, a BB part and two mixed parts, which are equal by symmetry:

$$\operatorname{tr}(DS)=n_A+n_B+2\sum_{i\in A}\sum_{j\in B}D_{ij}S_{ji}.$$

The Lean proof exchanges the order of summation in one mixed part and applies the symmetry of both matrices.

```lean
omit [DecidableEq a] [DecidableEq b] in
/-- For symmetric `D` and `S`, the total trace `tr(D S)` is the sum of the two block traces
and twice the overlap term `tr(D_AB S_BA)`. -/
theorem trace_eq_blocks_add_overlap {D S : Matrix (a ⊕ b) (a ⊕ b) ℝ}
    (hD : D.IsSymm) (hS : S.IsSymm) :
    (D * S).trace = blockTrace Sum.inl D S + blockTrace Sum.inr D S
      + 2 * ∑ i : a, ∑ j : b, D (Sum.inl i) (Sum.inr j) * S (Sum.inr j) (Sum.inl i) := by
  -- the two off-diagonal contributions agree by symmetry
  have h : ∑ j : b, ∑ i : a, D (Sum.inr j) (Sum.inl i) * S (Sum.inl i) (Sum.inr j)
      = ∑ i : a, ∑ j : b, D (Sum.inl i) (Sum.inr j) * S (Sum.inr j) (Sum.inl i) := by
    rw [Finset.sum_comm]
    refine Finset.sum_congr rfl fun i _ => Finset.sum_congr rfl fun j _ => ?_
    rw [hD.apply (Sum.inl i) (Sum.inr j), hS.apply (Sum.inr j) (Sum.inl i)]
  simp only [blockTrace, trace, diag_apply, mul_apply, submatrix_apply,
    Fintype.sum_sum_type, Finset.sum_add_distrib]
  linarith
```

If $S_{AB}=0$, the last term vanishes and $n_A+n_B=N$. Because $n_B\ge0$, it follows that $n_A\le N$.

The other upper bound comes from the empty orbitals. The AA block of $S^{-1}S=1$ reads

$$(S^{-1})_{AA}S_{AA}+(S^{-1})_{AB}S_{BA}=1,$$

and its second term is zero. The block trace of $S^{-1}$ on A is therefore $\dim A$, the number of basis functions on A. Nonnegativity for the complement then gives

$$0\le\operatorname{tr}\big((S^{-1}-D)_{AA}S_{AA}\big)=\dim A-n_A.$$

The theorem states the lower bound, the upper bound $\min(\dim A,N)$ and the sum rule together; `Fintype.card a` is $\dim A$. In its proof, `hsum` is the sum rule, `hrow` and `hcard` evaluate the block trace of $S^{-1}$, and `hQ` is nonnegativity for the complement. An empty fragment is allowed, with $n_A=0$.

```lean
/-- If the positive definite overlap has no A–B block, the block trace of a projector density
on A lies between zero and the smaller of `dim A` and `tr(D S)`, and the block traces of A and B
sum to `tr(D S)`. -/
theorem blockTrace_bounds {S D : Matrix (a ⊕ b) (a ⊕ b) ℝ} (hS : S.PosDef)
    (hD : IsProjectorDensity S D) (hAB : ∀ i j, S (Sum.inl i) (Sum.inr j) = 0) :
    0 ≤ blockTrace Sum.inl D S ∧
    blockTrace Sum.inl D S ≤ min (Fintype.card a : ℝ) (D * S).trace ∧
    blockTrace Sum.inl D S + blockTrace Sum.inr D S = (D * S).trace := by
  have hSs : S.IsSymm :=
    (conjTranspose_eq_transpose_of_trivial S).symm.trans hS.isHermitian.eq
  have hBA : ∀ (j : b) (i : a), S (Sum.inr j) (Sum.inl i) = 0 := fun j i =>
    (hSs.apply (Sum.inl i) (Sum.inr j)).trans (hAB i j)
  have hA := blockTrace_nonneg hS hD (Sum.inl : a → a ⊕ b)
  have hB := blockTrace_nonneg hS hD (Sum.inr : b → a ⊕ b)
  have hsum := trace_eq_blocks_add_overlap hD.symmetric hSs
  simp only [hBA, mul_zero, Finset.sum_const_zero, add_zero] at hsum
  -- the full space `S⁻¹` has block trace `dim A`
  have hrow : ∀ i : a,
      ∑ j : a, S⁻¹ (Sum.inl i) (Sum.inl j) * S (Sum.inl j) (Sum.inl i) = 1 := by
    intro i
    have h := congrFun (congrFun (nonsing_inv_mul S hS.det_pos.ne'.isUnit)
      (Sum.inl i)) (Sum.inl i)
    simp only [mul_apply, Fintype.sum_sum_type, hBA, mul_zero, Finset.sum_const_zero,
      add_zero, one_apply_eq] at h
    exact h
  have hcard : blockTrace Sum.inl S⁻¹ S = (Fintype.card a : ℝ) := by
    simp only [blockTrace, trace, diag_apply, mul_apply, submatrix_apply, hrow]
    simp
  -- the complement has a nonnegative block trace too
  have hQ := blockTrace_nonneg hS (complement_isProjectorDensity hS hD)
    (Sum.inl : a → a ⊕ b)
  have hsub : blockTrace Sum.inl (S⁻¹ - D) S
      = blockTrace Sum.inl S⁻¹ S - blockTrace Sum.inl D S := by
    simp only [blockTrace, trace, diag_apply, mul_apply, submatrix_apply, Matrix.sub_apply,
      sub_mul, Finset.sum_sub_distrib]
  exact ⟨hA, le_min (by linarith) (by linarith), hsum.symm⟩
```

The theorem concerns this population count only. It says nothing about embedding energies or about the level-shift operator with which some embedding methods keep the orbitals of the two subsystems nearly orthogonal.

## An antibonding orbital with $S_{AB}\neq0$

Take one normalised function on each fragment, with overlap $s$.

```lean
/-- The matrix `[[1, s], [s, 1]]`; for `-1 < s < 1` it is the overlap matrix of two normalised
orbitals, one on each fragment. -/
def dimerOverlap (s : ℝ) : Matrix (Fin 1 ⊕ Fin 1) (Fin 1 ⊕ Fin 1) ℝ :=
  fromBlocks 1 (s • 1) (s • 1) 1
```

The difference of the two functions, which is the antibonding combination when $s>0$, has coefficients $v=(1,-1)^T$ and squared norm $v^TSv=2(1-s)$. Its normalised density is

$$D=\frac{vv^T}{2(1-s)}.$$

```lean
/-- The matrix `[[1, -1], [-1, 1]] / (2 (1 - s))`; for `0 < s < 1` it is the density matrix of the
antibonding orbital. -/
def antibondingDensity (s : ℝ) : Matrix (Fin 1 ⊕ Fin 1) (Fin 1 ⊕ Fin 1) ℝ :=
  (1 / (2 * (1 - s))) • fromBlocks 1 (-1) (-1) 1
```

The other hypotheses remain in force. For coefficients $x,y$ the quadratic form is

$$x^2+2sxy+y^2=(1-s)(x^2+y^2)+s(x+y)^2,$$

which is positive for $0\le s<1$ unless $x=y=0$. For $-1<s\le0$ it equals $(1+s)(x^2+y^2)-s(x-y)^2$, which is positive as well. The Lean proof makes the same case distinction.

```lean
/-- The two-orbital overlap matrix is positive definite for `-1 < s < 1`. -/
theorem dimerOverlap_posDef {s : ℝ} (h₀ : -1 < s) (h₁ : s < 1) :
    (dimerOverlap s).PosDef := by
  refine posDef_iff_dotProduct_mulVec.mpr ⟨?_, fun x hx => ?_⟩
  · simp [IsHermitian, dimerOverlap, fromBlocks_transpose]
  · have hval : star x ⬝ᵥ (dimerOverlap s *ᵥ x) = x (Sum.inl 0) ^ 2
        + 2 * s * x (Sum.inl 0) * x (Sum.inr 0) + x (Sum.inr 0) ^ 2 := by
      simp [dimerOverlap, dotProduct, mulVec, Fintype.sum_sum_type]
      ring
    have hpos : 0 < x (Sum.inl 0) ^ 2 + x (Sum.inr 0) ^ 2 := by
      by_contra hn
      have hu : x (Sum.inl 0) ^ 2 = 0 := by
        nlinarith [sq_nonneg (x (Sum.inl 0)), sq_nonneg (x (Sum.inr 0))]
      have hv : x (Sum.inr 0) ^ 2 = 0 := by
        nlinarith [sq_nonneg (x (Sum.inl 0)), sq_nonneg (x (Sum.inr 0))]
      apply hx
      funext i
      rcases i with i | i
      · rw [Subsingleton.elim i 0]
        exact (pow_eq_zero_iff two_ne_zero).mp hu
      · rw [Subsingleton.elim i 0]
        exact (pow_eq_zero_iff two_ne_zero).mp hv
    rw [hval]
    rcases le_total 0 s with hs | hs
    · nlinarith [mul_pos (sub_pos.mpr h₁) hpos,
        mul_nonneg hs (sq_nonneg (x (Sum.inl 0) + x (Sum.inr 0)))]
    · nlinarith [mul_pos (by linarith : 0 < 1 + s) hpos,
        mul_nonneg (neg_nonneg.mpr hs) (sq_nonneg (x (Sum.inl 0) - x (Sum.inr 0)))]
```

From $vv^TS\,vv^T=2(1-s)\,vv^T$ follows $DSD=D$, and $\operatorname{tr}(DS)=v^TSv/(2(1-s))=1$. The A block contains the single number

$$n_A=\frac1{2(1-s)}.$$

Lean checks the matrix identity entry by entry and then cancels the normalisation factor.

```lean
/-- For `s < 1` the matrix `antibondingDensity s` is a projector density with `tr(D S) = 1`, and its
block trace on the first fragment is `1 / (2 (1 - s))`. -/
theorem antibonding_blockTrace {s : ℝ} (hs : s < 1) :
    IsProjectorDensity (dimerOverlap s) (antibondingDensity s) ∧
    (antibondingDensity s * dimerOverlap s).trace = 1 ∧
    blockTrace Sum.inl (antibondingDensity s) (dimerOverlap s) = 1 / (2 * (1 - s)) := by
  have hne : 1 - s ≠ 0 := (sub_pos.mpr hs).ne'
  refine ⟨⟨?_, ?_⟩, ?_, ?_⟩
  · simp [IsSymm, antibondingDensity, fromBlocks_transpose]
  · have hM : (fromBlocks 1 (-1) (-1) 1 : Matrix (Fin 1 ⊕ Fin 1) (Fin 1 ⊕ Fin 1) ℝ)
        * dimerOverlap s * fromBlocks 1 (-1) (-1) 1
        = (2 * (1 - s)) • fromBlocks 1 (-1) (-1) 1 := by
      ext i j
      rcases i with i | i <;> rcases j with j | j <;> fin_cases i <;> fin_cases j <;>
        simp [dimerOverlap, mul_apply, Fintype.sum_sum_type] <;> ring
    rw [antibondingDensity, smul_mul_assoc, smul_mul_assoc, mul_smul_comm, hM,
      smul_smul, smul_smul]
    congr 1
    field_simp
  · have h : ∀ c : ℝ, ((c • (fromBlocks 1 (-1) (-1) 1 :
        Matrix (Fin 1 ⊕ Fin 1) (Fin 1 ⊕ Fin 1) ℝ)) * dimerOverlap s).trace
        = c * (2 * (1 - s)) := by
      intro c
      simp [dimerOverlap, trace, mul_apply, Fintype.sum_sum_type]
      ring
    rw [antibondingDensity, h]
    field_simp
  · simp [blockTrace, antibondingDensity, dimerOverlap, trace, mul_apply]
```

For $1/2<s<1$ this is larger than 1, so one electron has a net population above one on A alone. Both upper bounds fail, since $\dim A=1$ too.

```lean
/-- For `1/2 < s < 1` the block trace of the antibonding density exceeds `tr(D S)`. -/
theorem antibonding_exceeds_total {s : ℝ} (h₀ : 1 / 2 < s) (h₁ : s < 1) :
    (antibondingDensity s * dimerOverlap s).trace
      < blockTrace Sum.inl (antibondingDensity s) (dimerOverlap s) := by
  obtain ⟨-, ht, hb⟩ := antibonding_blockTrace h₁
  rw [ht, hb, lt_div_iff₀ (by linarith)]
  linarith
```

As $s\to1$ from below, $2(1-s)$ tends to zero through positive values and $n_A$ grows without bound. The total stays at 1 because the overlap term, $-s/(1-s)$, compensates. In Lean, `𝓝[<] 1` denotes the approach from below and `atTop` the divergence to $+\infty$.

```lean
/-- The block trace of the antibonding density grows without bound as `s` tends to 1 from
below. -/
theorem antibonding_blockTrace_tendsto :
    Tendsto (fun s => blockTrace Sum.inl (antibondingDensity s) (dimerOverlap s))
      (𝓝[<] 1) atTop := by
  have hc : Continuous fun s : ℝ => 2 * (1 - s) := by fun_prop
  have h0 : Tendsto (fun s : ℝ => 2 * (1 - s)) (𝓝 1) (𝓝 0) := by
    simpa using hc.tendsto 1
  have h1 : Tendsto (fun s : ℝ => 2 * (1 - s)) (𝓝[<] 1) (𝓝[>] 0) := by
    refine tendsto_nhdsWithin_iff.mpr ⟨h0.mono_left nhdsWithin_le_nhds, ?_⟩
    filter_upwards [self_mem_nhdsWithin] with s hs
    have hs' : s < 1 := hs
    exact Set.mem_Ioi.mpr (by linarith)
  refine (tendsto_inv_nhdsGT_zero.comp h1).congr' ?_
  filter_upwards [self_mem_nhdsWithin] with s hs
  rw [(antibonding_blockTrace hs).2.2, one_div, Function.comp_apply]
```

A large net population can therefore signal near linear dependence between the fragments' functions and not a concentration of charge, as this one-electron, two-function model shows.

## The orthogonal limit $s=0$

At $s=0$ the two functions are orthogonal and all hypotheses of `blockTrace_bounds` are met. The electron is shared equally, $n_A=n_B=1/2$, and the sum rule gives $N=1$.

```lean
/-- At `s = 0` the two-orbital overlap and `antibondingDensity 0` meet all hypotheses of
`blockTrace_bounds`, with block trace `1/2`. -/
theorem blockTrace_bounds_witness :
    (dimerOverlap 0).PosDef ∧ IsProjectorDensity (dimerOverlap 0) (antibondingDensity 0) ∧
    (∀ i j, dimerOverlap 0 (Sum.inl i) (Sum.inr j) = 0) ∧
    blockTrace Sum.inl (antibondingDensity 0) (dimerOverlap 0) = 1 / 2 := by
  obtain ⟨hD, -, hb⟩ := antibonding_blockTrace (s := 0) one_pos
  refine ⟨dimerOverlap_posDef (by norm_num) one_pos, hD, fun i j => ?_, ?_⟩
  · simp [dimerOverlap]
  · rw [hb]
    norm_num

end

end ProjectorEmbedding
```

```lean
#print axioms ProjectorEmbedding.blockTrace_bounds
#print axioms ProjectorEmbedding.antibonding_exceeds_total
#print axioms ProjectorEmbedding.antibonding_blockTrace_tendsto
```

```
'ProjectorEmbedding.blockTrace_bounds' depends on axioms: [propext, Classical.choice, Quot.sound]
'ProjectorEmbedding.antibonding_exceeds_total' depends on axioms: [propext, Classical.choice, Quot.sound]
'ProjectorEmbedding.antibonding_blockTrace_tendsto' depends on axioms: [propext, Classical.choice, Quot.sound]
```
